# Fewer than ∏(n_j + 1) first-order hyperfine lines when a non-empty proton group's coupling equals the sum of n_i a_i over the groups before it

In this model a finite number of proton groups shift a line to first order, each proton adding plus or minus half its group's real coupling `a j`. `card_lines_lt` says that if a group `j` with at least one proton has a coupling equal to the sum of `n i * a i` over the groups before it, the number of distinct line positions is strictly below the product of all `n i + 1`. The attempt supposes the product is reached, so that different patterns of spin-up counts must give different positions. It then compares one spin up in group `j` with all spins up in the earlier groups: the positions agree, but the patterns differ at `j`.

An attempt in Lean 4 with a fault in it:

```lean
import Mathlib

open Finset

namespace CardLinesLt

noncomputable section

variable {N : ℕ}

/-- First-order hyperfine shift of a nuclear configuration: `σ j` is the set of spin-up protons
in group `j`, and each proton contributes its coupling times `1/2` (up) or `-1/2` (down). -/
def shift (a : Fin N → ℝ) {n : Fin N → ℕ} (σ : ∀ j, Finset (Fin (n j))) : ℝ :=
  ∑ j, a j * ∑ p, (if p ∈ σ j then (1 / 2 : ℝ) else -1 / 2)

/-- The set of distinct line positions, taken over all configurations of the protons. -/
def lines (a : Fin N → ℝ) (n : Fin N → ℕ) : Finset ℝ :=
  univ.image (fun σ : ∀ j, Finset (Fin (n j)) => shift a σ)

/-- The sum `∑ k_j a_j` belonging to a pattern `k` of spin-up counts. -/
def position (a : Fin N → ℝ) (k : Fin N → ℕ) : ℝ := ∑ j, (k j : ℝ) * a j

/-- The shift depends only on the number of spin-up protons in each group, and equals
`∑ k_j a_j - ∑ n_j a_j / 2`, where `k_j` is that number in group `j`. -/
theorem shift_eq (a : Fin N → ℝ) {n : Fin N → ℕ} (σ : ∀ j, Finset (Fin (n j))) :
    shift a σ = position a (fun j => (σ j).card) - position a n / 2 := by
  have h : ∀ j, ∑ p, (if p ∈ σ j then (1 / 2 : ℝ) else -1 / 2)
      = ((σ j).card : ℝ) - (n j : ℝ) / 2 := by
    intro j
    have h1 : ∀ p, (if p ∈ σ j then (1 / 2 : ℝ) else -1 / 2)
        = (if p ∈ σ j then (1 : ℝ) else 0) - 1 / 2 := by
      intro p
      split_ifs <;> norm_num
    have h2 : ∑ p, (if p ∈ σ j then (1 : ℝ) else 0) = ((σ j).card : ℝ) := by simp
    rw [Finset.sum_congr rfl (fun p _ => h1 p), Finset.sum_sub_distrib, h2, sum_const,
      card_univ, Fintype.card_fin, nsmul_eq_mul]
    ring
  simp only [shift, position]
  rw [sum_div, ← Finset.sum_sub_distrib]
  refine sum_congr rfl fun j _ => ?_
  rw [h j]
  ring

/-- The lines are exactly the positions `∑ k_j a_j` with `0 ≤ k_j ≤ n_j`, displaced by the
common amount `-∑ n_j a_j / 2`. -/
theorem lines_eq (a : Fin N → ℝ) (n : Fin N → ℕ) :
    lines a n = (Fintype.piFinset fun j => range (n j + 1)).image
      (fun k => position a k - position a n / 2) := by
  ext x
  simp only [lines, mem_image, mem_univ, true_and, Fintype.mem_piFinset, mem_range]
  constructor
  · rintro ⟨σ, rfl⟩
    exact ⟨fun j => (σ j).card,
      fun j => Nat.lt_succ_of_le (by simpa using card_le_univ (σ j)), (shift_eq a σ).symm⟩
  · rintro ⟨k, hk, rfl⟩
    have hex : ∀ j, ∃ t : Finset (Fin (n j)), t.card = k j := by
      intro j
      have hc : k j ≤ (univ : Finset (Fin (n j))).card := by
        rw [card_univ, Fintype.card_fin]
        exact Nat.le_of_lt_succ (hk j)
      obtain ⟨t, _, ht⟩ := exists_subset_card_eq hc
      exact ⟨t, ht⟩
    choose σ hσ using hex
    exact ⟨σ, by rw [shift_eq]; simp only [hσ]⟩

/-- For arbitrary couplings there are at most `∏ (n_j + 1)` lines. -/
theorem card_lines_le (a : Fin N → ℝ) (n : Fin N → ℕ) :
    (lines a n).card ≤ ∏ j, (n j + 1) := by
  rw [lines_eq]
  exact card_image_le.trans (by rw [Fintype.card_piFinset]; simp)

/-- If the coupling of some non-empty group equals the sum `∑ n_i a_i` over the groups before it,
there are fewer than `∏ (n_j + 1)` lines. -/
theorem card_lines_lt {a : Fin N → ℝ} {n : Fin N → ℕ} (j : Fin N) (hj : 1 ≤ n j)
    (heq : a j = ∑ i ∈ Iio j, (n i : ℝ) * a i) :
    (lines a n).card < ∏ i, (n i + 1) := by
  refine lt_of_le_of_ne (card_lines_le a n) fun hc => ?_
  have hinj : Set.InjOn (fun k => position a k - position a n / 2)
      (Fintype.piFinset fun i => range (n i + 1) : Finset (Fin N → ℕ)) :=
    card_image_iff.mp (by rw [← lines_eq, hc, Fintype.card_piFinset]; simp)
  -- one spin up in group j, against all spins up in the groups before it
  have h1 : position a (fun i => if i = j then 1 else 0) = a j := by
    simp [position]
  have h2 : position a (fun i => if i < j then n i else 0) = a j := by
    have hI : Iio j = univ.filter (fun i => i < j) := by
      ext i
      simp
    rw [heq, hI, sum_filter]
    refine sum_congr rfl fun i _ => ?_
    split_ifs <;> simp
  have hkl := hinj (a₁ := fun i => if i = j then 1 else 0)
    (a₂ := fun i => if i < j then n i else 0)
    (mem_coe.mpr (Fintype.mem_piFinset.mpr fun i => mem_range.mpr (by
      split_ifs with hi
      · subst hi
        omega
      · omega)))
    (mem_coe.mpr (Fintype.mem_piFinset.mpr fun i => mem_range.mpr (by
      split_ifs <;> omega)))
    (by dsimp only; rw [h1, h2])
  have hcontra := congrFun hkl j
  simp at hcontra

end

end CardLinesLt
```

Messages:

```
Main.lean:84:68: error: unsolved goals
case pos
N : ℕ
a : Fin N → ℝ
n : Fin N → ℕ
j : Fin N
hj : 1 ≤ n j
heq : a j = ∑ i < j, ↑(n i) * a i
hc : #(lines a n) = ∏ i, (n i + 1)
hinj : Set.InjOn (fun k => position a k - position a n / 2) ↑(Fintype.piFinset fun i => range (n i + 1))
h1 : (position a fun i => if i = j then 1 else 0) = a j
hI : Iio j = {i | i < j}
i : Fin N
x✝ : i ∈ univ
h✝ : i < j
⊢ j ≤ i → n i = 0 ∨ a i = 0

case neg
N : ℕ
a : Fin N → ℝ
n : Fin N → ℕ
j : Fin N
hj : 1 ≤ n j
heq : a j = ∑ i < j, ↑(n i) * a i
hc : #(lines a n) = ∏ i, (n i + 1)
hinj : Set.InjOn (fun k => position a k - position a n / 2) ↑(Fintype.piFinset fun i => range (n i + 1))
h1 : (position a fun i => if i = j then 1 else 0) = a j
hI : Iio j = {i | i < j}
i : Fin N
x✝ : i ∈ univ
h✝ : ¬i < j
⊢ i < j → n i = 0 ∨ a i = 0
Main.lean:91:19: error: Invalid argument name `a₁` for function

Hint: Perhaps you meant one of the following parameter names:
  • `x₁`: a̵x̲₁
  • `x₂`: a̵₁̵x̲₂̲
Main.lean:94:6: error: Tactic `split_ifs` failed: no if-then-else conditions to split

N : ℕ
a : Fin N → ℝ
n : Fin N → ℕ
j : Fin N
hj : 1 ≤ n j
heq : a j = ∑ i < j, ↑(n i) * a i
hc : #(lines a n) = ∏ i, (n i + 1)
hinj : Set.InjOn (fun k => position a k - position a n / 2) ↑(Fintype.piFinset fun i => range (n i + 1))
h1 : (position a fun i => if i = j then 1 else 0) = a j
h2 : (position a fun i => if i < j then n i else 0) = a j
i : Fin N
⊢ ?m.189 i < n i + 1
Main.lean:99:6: error: Tactic `split_ifs` failed: no if-then-else conditions to split

N : ℕ
a : Fin N → ℝ
n : Fin N → ℕ
j : Fin N
hj : 1 ≤ n j
heq : a j = ∑ i < j, ↑(n i) * a i
hc : #(lines a n) = ∏ i, (n i + 1)
hinj : Set.InjOn (fun k => position a k - position a n / 2) ↑(Fintype.piFinset fun i => range (n i + 1))
h1 : (position a fun i => if i = j then 1 else 0) = a j
h2 : (position a fun i => if i < j then n i else 0) = a j
i : Fin N
⊢ ?m.210 i < n i + 1
Main.lean:100:24: error: No goals to be solved
Main.lean:76:41: error: unsolved goals
N : ℕ
a : Fin N → ℝ
n : Fin N → ℕ
j : Fin N
hj : 1 ≤ n j
heq : a j = ∑ i < j, ↑(n i) * a i
hc : #(lines a n) = ∏ i, (n i + 1)
hinj : Set.InjOn (fun k => position a k - position a n / 2) ↑(Fintype.piFinset fun i => range (n i + 1))
h1 : (position a fun i => if i = j then 1 else 0) = a j
h2 : (position a fun i => if i < j then n i else 0) = a j
⊢ False
```

Diagnosis. In `h2`, `split_ifs` left a conditional on the left side unsplit, and `simp` was not given the case hypothesis that decides it. The repair splits with `by_cases` and passes that hypothesis through `simp [hi]`.

The second fault is the argument names: `hinj` calls its parameters `x₁` and `x₂`, not `a₁` and `a₂`. With the named arguments rejected, the two patterns stayed unknown. The bounds then read `?m.189 i < n i + 1` and `?m.210 i < n i + 1`, with no conditional for `split_ifs`, and `dsimp only` closed the equality of positions before `rw` could act. `hkl` was never obtained, so the main goal `False` stayed open.

The repair states the type of `hkl` as an equality of the two explicit patterns, which tells Lean what they are without named arguments. The bounds `b1` and `b2` are proved beforehand, with their conditionals written out. Using `rw [hi]` for `subst hi`, and `simp only [h1, h2]` for `dsimp only` and `rw`, answers no separate fault shown in the messages.

Lean accepts the file once it reads:

```diff
@@ -88,15 +88,19 @@
     rw [heq, hI, sum_filter]
     refine sum_congr rfl fun i _ => ?_
-    split_ifs <;> simp
-  have hkl := hinj (a₁ := fun i => if i = j then 1 else 0)
-    (a₂ := fun i => if i < j then n i else 0)
-    (mem_coe.mpr (Fintype.mem_piFinset.mpr fun i => mem_range.mpr (by
-      split_ifs with hi
-      · subst hi
-        omega
-      · omega)))
-    (mem_coe.mpr (Fintype.mem_piFinset.mpr fun i => mem_range.mpr (by
-      split_ifs <;> omega)))
-    (by dsimp only; rw [h1, h2])
+    by_cases hi : i < j <;> simp [hi]
+  have b1 : ∀ i : Fin N, (if i = j then (1 : ℕ) else 0) < n i + 1 := by
+    intro i
+    split_ifs with hi
+    · rw [hi]
+      omega
+    · omega
+  have b2 : ∀ i : Fin N, (if i < j then n i else 0) < n i + 1 := by
+    intro i
+    split_ifs <;> omega
+  have hkl : (fun i : Fin N => if i = j then (1 : ℕ) else 0)
+      = (fun i : Fin N => if i < j then n i else 0) :=
+    hinj (mem_coe.mpr (Fintype.mem_piFinset.mpr fun i => mem_range.mpr (b1 i)))
+      (mem_coe.mpr (Fintype.mem_piFinset.mpr fun i => mem_range.mpr (b2 i)))
+      (by simp only [h1, h2])
   have hcontra := congrFun hkl j
   simp at hcontra
```
